# Unique CABS singles amplitudes and two-sided energy bounds from a Fock-matrix gap

Let \(A\) and \(B\) be real square matrices with \(x^{T}Ax\ge a\,x^{T}x\) and \(y^{T}By\le b\,y^{T}y\) for all vectors \(x,y\), and let \(a>b\). Then for every real matrix \(F\) of matching size the equation

\[
AT-TB=-F
\]

has exactly one solution \(T\), and the singles energy \(E=\operatorname{trace}(F^{T}T)\) satisfies

\[
-\frac{\|F\|^{2}}{a-b}\;\le\;E\;\le\;0,
\]

where \(\|F\|^2=\operatorname{trace}(F^TF)\) is the squared Frobenius norm.

## The singles correction in a code

In explicitly correlated calculations, the CABS singles correction estimates to second order how much the Hartree–Fock energy drops when the occupied orbitals may mix with a complementary auxiliary basis. Here \(A\) is the Fock block over conventional virtual and complementary orbitals, \(B\) is the occupied block, and \(F\) couples the two spaces. The condition \(a>b\) is an orbital-energy gap: for symmetric blocks, the best \(a\) is the lowest eigenvalue of \(A\) and the best \(b\) is the highest eigenvalue of \(B\).

A code that solves these equations relies on their being nonsingular. The bounds also provide a cheap check: an energy outside the interval by more than convergence and rounding error shows that something is wrong, for example a sign, a spin factor, or the values assumed for \(a\) and \(b\).

## From the gap to the energy

Write \(\langle X,Y\rangle=\operatorname{trace}(X^TY)\), \(L(T)=AT-TB\) and \(\delta=a-b\). Let \(t_j\) be the columns of \(T\), one per occupied orbital, and \(r_i\) its rows, written as column vectors. Then

\[
\langle T,AT\rangle=\sum_j t_j^TAt_j\ge a\|T\|^2,
\]
\[
\langle T,TB\rangle=\operatorname{trace}(TBT^T)=\sum_i r_i^TBr_i\le b\|T\|^2 .
\]

Subtraction gives \(\langle T,L(T)\rangle\ge\delta\|T\|^2\). If \(L(T)=0\), then \(T=0\), so \(L\) is injective. An injective linear map from a finite-dimensional space to itself is also surjective, which gives one and only one solution for each \(F\).

At the solution, \(\langle T,L(T)\rangle=-E\), so \(-E\ge\delta\|T\|^2\ge0\). This is the upper bound. For the lower one, expand a square and insert \(\delta^2\|T\|^2\le-\delta E\):

\[
0\le\|F+\delta T\|^2=\|F\|^2+2\delta E+\delta^2\|T\|^2\le\|F\|^2+\delta E .
\]

Division by \(\delta\) finishes the argument. For uniform levels, \(A=a\mathbf 1\) and \(B=b\mathbf 1\), the solution is \(T=-F/\delta\) and the lower bound is attained.

## Trial amplitudes and smaller auxiliary spaces

Now let \(A\) and \(B\) be symmetric. Cyclicity of the trace gives \(\langle T,L(S)\rangle=\langle L(T),S\rangle\). Define the Hylleraas functional \(J(S)=\langle S,L(S)\rangle+2\langle F,S\rangle\) and set \(S=T+D\). Since \(L(T)=-F\),

\[
J(S)=\bigl(-E-2\langle F,D\rangle+\langle D,L(D)\rangle\bigr)+2E+2\langle F,D\rangle
=E+\langle D,L(D)\rangle .
\]

The last term is at least \(\delta\|D\|^2\), so \(J\) has its unique minimum \(E\) at \(S=T\). With incompletely converged amplitudes, \(J(S)\) therefore approaches \(E\) from above with an error quadratic in \(D\), whereas the error of \(\langle F,S\rangle\) is \(\langle F,D\rangle\), in general of first order in \(D\).

Let the columns of \(P\) be orthonormal, and let \(S\) solve the projected equation \((P^TAP)S-SB=-P^TF\). Using \(PS\) as trial amplitudes gives

\[
E\le J(PS)=\langle S,(P^TAP)S-SB\rangle+2\langle P^TF,S\rangle=\langle P^TF,S\rangle .
\]

Thus, with the Fock blocks held fixed, restricting the auxiliary space never lowers this second-order energy.

Suppose also that \(x^TAx\le a'x^Tx\) and \(y^TBy\ge b'y^Ty\), and put \(\Delta=a'-b'\). For \(F=0\) the energy is zero. Otherwise \(\delta\|F\|^2\le\langle F,L(F)\rangle\le\Delta\|F\|^2\), so \(\Delta\ge\delta>0\), and the trial amplitudes \(-F/\Delta\) give

\[
E\le\frac{\langle F,L(F)\rangle}{\Delta^2}-\frac{2\|F\|^2}{\Delta}\le-\frac{\|F\|^2}{\Delta}.
\]

## One occupied, one virtual and one complementary orbital

Take, in arbitrary energy units,

\[
A=\begin{pmatrix}2&1\\1&2\end{pmatrix},\qquad B=(-1),\qquad F=\begin{pmatrix}0\\1\end{pmatrix}.
\]

The first row belongs to the conventional virtual orbital, whose coupling to the occupied one vanishes by Brillouin's theorem. The eigenvalues of \(A\) are 1 and 3, so \(\delta=2\) and \(\Delta=4\). The equations \(3T_1+T_2=0\) and \(T_1+3T_2=-1\) give \(T_1=1/8\), \(T_2=-3/8\) and \(E=-3/8\), which lies between \(-1/2\) and \(-1/4\).

Keeping only the complementary orbital leaves \(3S=-1\) and the energy \(-1/3\), which is higher. The conventional virtual orbital contributes although its own element of \(F\) is zero.

## The Lean file

```lean
import Mathlib

open Matrix

namespace CabsSingles

noncomputable section

variable {m n k : Type*} [Fintype m] [Fintype n] [Fintype k]

/-- The Frobenius inner product `trace (Xᵀ Y)` of two blocks of amplitudes. -/
def frob (X Y : Matrix m n ℝ) : ℝ := (Xᵀ * Y).trace

/-- The quadratic form of `A` is at least `a` times the squared norm. -/
def FormGE (A : Matrix m m ℝ) (a : ℝ) : Prop := ∀ x : m → ℝ, a * (x ⬝ᵥ x) ≤ x ⬝ᵥ A *ᵥ x

/-- The quadratic form of `B` is at most `b` times the squared norm. -/
def FormLE (B : Matrix m m ℝ) (b : ℝ) : Prop := ∀ x : m → ℝ, x ⬝ᵥ B *ᵥ x ≤ b * (x ⬝ᵥ x)

/-- The Hylleraas functional of trial singles amplitudes `S` for the coupling block `F`. -/
def hylleraas (A : Matrix m m ℝ) (B : Matrix n n ℝ) (F S : Matrix m n ℝ) : ℝ :=
  frob S (A * S - S * B) + 2 * frob F S

/-- The Frobenius inner product is symmetric. -/
theorem frob_comm (X Y : Matrix m n ℝ) : frob X Y = frob Y X := by
  unfold frob
  rw [← Matrix.trace_transpose, Matrix.transpose_mul, Matrix.transpose_transpose]

/-- The Frobenius inner product is positive definite. -/
theorem frob_self (X : Matrix m n ℝ) : 0 ≤ frob X X ∧ (frob X X = 0 → X = 0) := by
  have e : frob X X = ∑ j, ∑ i, X i j * X i j := rfl
  have h1 : ∀ j, 0 ≤ ∑ i, X i j * X i j :=
    fun j => Finset.sum_nonneg fun i _ => mul_self_nonneg _
  rw [e]
  refine ⟨Finset.sum_nonneg fun j _ => h1 j, fun h => ?_⟩
  ext i j
  have h2 := (Finset.sum_eq_zero_iff_of_nonneg fun j _ => h1 j).1 h j (Finset.mem_univ j)
  have h3 := (Finset.sum_eq_zero_iff_of_nonneg
    fun i _ => mul_self_nonneg (X i j)).1 h2 i (Finset.mem_univ i)
  exact mul_self_eq_zero.1 h3

/-- A lower bound on the quadratic form of `A` carries over to blocks of amplitudes. -/
theorem form_le_frob {A : Matrix m m ℝ} {a : ℝ} (hA : FormGE A a) (X : Matrix m n ℝ) :
    a * frob X X ≤ frob X (A * X) := by
  have e1 : frob X X = ∑ j, (fun i => X i j) ⬝ᵥ (fun i => X i j) := rfl
  have e2 : frob X (A * X) = ∑ j, (fun i => X i j) ⬝ᵥ A *ᵥ (fun i => X i j) := rfl
  rw [e1, e2, Finset.mul_sum]
  exact Finset.sum_le_sum fun j _ => hA _

/-- The orbital-energy difference operator `T ↦ A T - T B` is bounded below by `a - b`. -/
theorem gap_lower {A : Matrix m m ℝ} {B : Matrix n n ℝ} {a b : ℝ}
    (hA : FormGE A a) (hB : FormLE B b) (T : Matrix m n ℝ) :
    (a - b) * frob T T ≤ frob T (A * T - T * B) := by
  have hB' : FormGE (-B) (-b) := by
    intro x
    have h := hB x
    rw [Matrix.neg_mulVec, dotProduct_neg]
    linarith
  have h1 := form_le_frob hA T
  have h2 := form_le_frob hB' Tᵀ
  -- the occupied block acts on the rows of `T`
  have e1 : frob Tᵀ Tᵀ = frob T T := by
    unfold frob
    rw [Matrix.transpose_transpose, Matrix.trace_mul_comm]
  have e2 : frob Tᵀ (-B * Tᵀ) = -frob T (T * B) := by
    unfold frob
    rw [Matrix.transpose_transpose, Matrix.neg_mul, Matrix.mul_neg, Matrix.trace_neg,
      ← Matrix.mul_assoc T B Tᵀ, Matrix.trace_mul_comm (T * B) Tᵀ]
  have e3 : frob T (A * T - T * B) = frob T (A * T) - frob T (T * B) := by
    simp only [frob, Matrix.mul_sub, Matrix.trace_sub]
  rw [e1, e2] at h2
  rw [e3]
  linarith

/-- With a gap `b < a` the singles equations `A T - T B = -F` have exactly one solution, and the
singles energy `trace (Fᵀ T)` lies between `-‖F‖² / (a - b)` and zero. -/
theorem cabs_singles {A : Matrix m m ℝ} {B : Matrix n n ℝ} {a b : ℝ}
    (hA : FormGE A a) (hB : FormLE B b) (hab : b < a) (F : Matrix m n ℝ) :
    (∃! T : Matrix m n ℝ, A * T - T * B = -F) ∧
    ∀ T : Matrix m n ℝ, A * T - T * B = -F →
      -frob F F / (a - b) ≤ frob F T ∧ frob F T ≤ 0 := by
  have hd : 0 < a - b := sub_pos.2 hab
  constructor
  · let L : Matrix m n ℝ →ₗ[ℝ] Matrix m n ℝ :=
      { toFun := fun T => A * T - T * B
        map_add' := by intro X Y; simp only [Matrix.mul_add, Matrix.add_mul]; abel
        map_smul' := by intro c X; simp [smul_sub] }
    -- the gap excludes a kernel, and in finite dimension this suffices
    have hinj : Function.Injective L := by
      refine (injective_iff_map_eq_zero L).2 fun T h => ?_
      have h' : A * T - T * B = 0 := h
      have hg := gap_lower hA hB T
      have h0 : frob T (0 : Matrix m n ℝ) = 0 := by simp [frob]
      rw [h', h0] at hg
      exact (frob_self T).2 (le_antisymm (by nlinarith) (frob_self T).1)
    obtain ⟨T, hT⟩ := LinearMap.injective_iff_surjective.1 hinj (-F)
    exact ⟨T, hT, fun S hS => hinj (Eq.trans hS hT.symm)⟩
  · intro T hT
    have hg := gap_lower hA hB T
    have hn : frob T (-F) = -frob F T := by rw [frob_comm F T]; simp [frob]
    rw [hT, hn] at hg
    -- the square of `F + (a - b) T` is nonnegative
    have hs := (frob_self (F + (a - b) • T)).1
    have he : frob (F + (a - b) • T) (F + (a - b) • T)
        = frob F F + 2 * (a - b) * frob F T + (a - b) ^ 2 * frob T T := by
      have hc := frob_comm T F
      simp only [frob, Matrix.transpose_add, Matrix.transpose_smul, Matrix.add_mul,
        Matrix.mul_add, Matrix.smul_mul, Matrix.mul_smul, Matrix.trace_add, Matrix.trace_smul,
        smul_eq_mul] at hc ⊢
      linear_combination (a - b) * hc
    rw [he] at hs
    have h1 := mul_le_mul_of_nonneg_left hg hd.le
    have h2 := mul_nonneg hd.le (frob_self T).1
    exact ⟨by rw [div_le_iff₀ hd]; nlinarith, by linarith⟩

/-- For symmetric Fock blocks the Hylleraas functional is the singles energy plus a quadratic
form in the error of the trial amplitudes. -/
theorem hylleraas_eq {A : Matrix m m ℝ} {B : Matrix n n ℝ} (sA : Aᵀ = A) (sB : Bᵀ = B)
    {F T : Matrix m n ℝ} (hT : A * T - T * B = -F) (S : Matrix m n ℝ) :
    hylleraas A B F S = frob F T + frob (S - T) (A * (S - T) - (S - T) * B) := by
  have adj : frob T (A * S - S * B) = frob (A * T - T * B) S := by
    simp only [frob, Matrix.transpose_sub, Matrix.transpose_mul, sA, sB, Matrix.mul_sub,
      Matrix.sub_mul, Matrix.trace_sub]
    rw [← Matrix.mul_assoc Tᵀ A S, ← Matrix.mul_assoc Tᵀ S B,
      Matrix.trace_mul_comm (Tᵀ * S) B, Matrix.mul_assoc B Tᵀ S]
  have hn : frob (-F) S = -frob F S := by simp [frob]
  have e : A * (S - T) - (S - T) * B = (A * S - S * B) + F := by
    have hF : F = -(A * T - T * B) := by rw [hT, neg_neg]
    rw [Matrix.mul_sub, Matrix.sub_mul, hF]
    abel
  have ex : ∀ G : Matrix m n ℝ,
      frob (S - T) (G + F) = frob S G + frob S F - frob T G - frob T F := by
    intro G
    simp only [frob, Matrix.transpose_sub, Matrix.sub_mul, Matrix.mul_add, Matrix.trace_sub,
      Matrix.trace_add]
    ring
  rw [e, ex, adj, hT, hn, frob_comm S F, frob_comm T F, hylleraas]
  ring

/-- For symmetric blocks with a gap `b < a`, the singles energy is the minimum of the Hylleraas
functional, reached only at the solution of the singles equations. -/
theorem energy_le_hylleraas {A : Matrix m m ℝ} {B : Matrix n n ℝ} {a b : ℝ}
    (sA : Aᵀ = A) (sB : Bᵀ = B) (hA : FormGE A a) (hB : FormLE B b) (hab : b < a)
    {F T : Matrix m n ℝ} (hT : A * T - T * B = -F) (S : Matrix m n ℝ) :
    frob F T ≤ hylleraas A B F S ∧ (hylleraas A B F S = frob F T ↔ S = T) := by
  have hd : 0 < a - b := sub_pos.2 hab
  have hg := gap_lower hA hB (S - T)
  have h0 := (frob_self (S - T)).1
  have h1 := mul_nonneg hd.le h0
  have he := hylleraas_eq sA sB hT S
  refine ⟨by linarith, fun h => ?_, fun h => ?_⟩
  · exact sub_eq_zero.1 ((frob_self (S - T)).2 (le_antisymm (by nlinarith) h0))
  · rw [he, h]
    simp [frob]

/-- For symmetric blocks with a gap `b < a`, solving the singles equations in the subspace spanned
by the orthonormal columns of `P` gives an energy no lower than solving them in the full space. -/
theorem energy_le_of_subspace [DecidableEq k] {A : Matrix m m ℝ} {B : Matrix n n ℝ} {a b : ℝ}
    (sA : Aᵀ = A) (sB : Bᵀ = B) (hA : FormGE A a) (hB : FormLE B b) (hab : b < a)
    {F T : Matrix m n ℝ} (hT : A * T - T * B = -F)
    {P : Matrix m k ℝ} (hP : Pᵀ * P = 1) {S : Matrix k n ℝ}
    (hS : (Pᵀ * A * P) * S - S * B = -(Pᵀ * F)) :
    frob F T ≤ frob (Pᵀ * F) S := by
  -- the embedded amplitudes `P S` serve as a trial function
  have h := (energy_le_hylleraas sA sB hA hB hab hT (P * S)).1
  have e : Pᵀ * (A * (P * S) - P * S * B) = (Pᵀ * A * P) * S - S * B := by
    rw [Matrix.mul_sub, Matrix.mul_assoc P S B, ← Matrix.mul_assoc Pᵀ P, hP, Matrix.one_mul]
    simp only [Matrix.mul_assoc]
  have h1 : ∀ X : Matrix m n ℝ, frob (P * S) X = frob S (Pᵀ * X) := by
    intro X
    simp only [frob, Matrix.transpose_mul, Matrix.mul_assoc]
  have hn : frob S (-(Pᵀ * F)) = -frob S (Pᵀ * F) := by simp [frob]
  rw [hylleraas, frob_comm F (P * S), h1, h1, e, hS, hn, frob_comm S (Pᵀ * F)] at h
  linarith

/-- For symmetric blocks with a gap `b < a`, if the form of `A` is also at most `a'` and that of `B`
at least `b'`, the singles energy is at most `-‖F‖² / (a' - b')`. -/
theorem energy_upper {A : Matrix m m ℝ} {B : Matrix n n ℝ} {a b a' b' : ℝ}
    (sA : Aᵀ = A) (sB : Bᵀ = B) (hA : FormGE A a) (hB : FormLE B b) (hab : b < a)
    (hA' : FormLE A a') (hB' : FormGE B b')
    {F T : Matrix m n ℝ} (hT : A * T - T * B = -F) :
    frob F T ≤ -frob F F / (a' - b') := by
  rcases eq_or_lt_of_le (frob_self F).1 with h0 | hpos
  · rw [← h0]
    simpa using ((cabs_singles hA hB hab F).2 T hT).2
  have nA : FormGE (-A) (-a') := by
    intro x
    have h := hA' x
    rw [Matrix.neg_mulVec, dotProduct_neg]
    linarith
  have nB : FormLE (-B) (-b') := by
    intro x
    have h := hB' x
    rw [Matrix.neg_mulVec, dotProduct_neg]
    linarith
  have up : frob F (A * F - F * B) ≤ (a' - b') * frob F F := by
    have h := gap_lower nA nB F
    have e : frob F (-A * F - F * -B) = -frob F (A * F - F * B) := by
      simp only [frob, Matrix.neg_mul, Matrix.mul_neg, Matrix.mul_sub, Matrix.trace_sub,
        Matrix.trace_neg]
      ring
    rw [e] at h
    linarith
  have hle : a - b ≤ a' - b' := le_of_mul_le_mul_right ((gap_lower hA hB F).trans up) hpos
  have hne : a' - b' ≠ 0 := by
    intro h
    linarith
  -- trial amplitudes proportional to `F`
  have h := (energy_le_hylleraas sA sB hA hB hab hT ((-(a' - b')⁻¹) • F)).1
  have hJ : ∀ c : ℝ, hylleraas A B F (c • F)
      = c ^ 2 * frob F (A * F - F * B) + 2 * c * frob F F := by
    intro c
    simp only [hylleraas, frob, Matrix.transpose_smul, Matrix.smul_mul, Matrix.mul_smul,
      Matrix.mul_sub, Matrix.trace_sub, Matrix.trace_smul, smul_eq_mul]
    ring
  rw [hJ] at h
  have h2 := mul_le_mul_of_nonneg_left up (sq_nonneg (-(a' - b')⁻¹))
  have h3 : (-(a' - b')⁻¹) ^ 2 * ((a' - b') * frob F F) + 2 * (-(a' - b')⁻¹) * frob F F
      = -frob F F / (a' - b') := by
    have hc : (a' - b') * (a' - b')⁻¹ = 1 := mul_inv_cancel₀ hne
    rw [div_eq_mul_inv]
    linear_combination ((a' - b')⁻¹ * frob F F) * hc
  linarith

/-- For distinct uniform levels `a` and `b` the amplitudes `-F / (a - b)` solve the singles
equations and their energy is exactly `-‖F‖² / (a - b)`. -/
theorem uniform_levels [DecidableEq m] [DecidableEq n] {a b : ℝ} (hab : a ≠ b)
    (F : Matrix m n ℝ) :
    (a • (1 : Matrix m m ℝ)) * ((-(a - b)⁻¹) • F)
      - ((-(a - b)⁻¹) • F) * (b • (1 : Matrix n n ℝ)) = -F ∧
    frob F ((-(a - b)⁻¹) • F) = -frob F F / (a - b) := by
  have hd : a - b ≠ 0 := sub_ne_zero.2 hab
  constructor
  · have hc : (a - b) * (a - b)⁻¹ = 1 := mul_inv_cancel₀ hd
    simp only [Matrix.smul_mul, Matrix.mul_smul, Matrix.one_mul, Matrix.mul_one]
    ext i j
    simp only [Matrix.sub_apply, Matrix.smul_apply, Matrix.neg_apply, smul_eq_mul]
    linear_combination (-F i j) * hc
  · simp only [frob, Matrix.mul_smul, Matrix.trace_smul, smul_eq_mul]
    rw [div_eq_mul_inv]
    ring

end

end CabsSingles
```

```lean
#print axioms CabsSingles.cabs_singles
#print axioms CabsSingles.energy_le_of_subspace
#print axioms CabsSingles.energy_upper
#print axioms CabsSingles.uniform_levels
```

```
'CabsSingles.cabs_singles' depends on axioms: [propext, Classical.choice, Quot.sound]
'CabsSingles.energy_le_of_subspace' depends on axioms: [propext, Classical.choice, Quot.sound]
'CabsSingles.energy_upper' depends on axioms: [propext, Classical.choice, Quot.sound]
'CabsSingles.uniform_levels' depends on axioms: [propext, Classical.choice, Quot.sound]
```

## How the theorems read, and where they stop

The index type `m` labels virtual and complementary orbitals together, `n` the occupied orbitals, and `k` the columns of \(P\). `FormGE A a` and `FormLE B b` are the two form bounds, and `frob X Y` is \(\langle X,Y\rangle\), so `frob F F` is \(\|F\|^2\).

The theorem `cabs_singles` says that, given both bounds and `b < a`, there is exactly one `T` with `A * T - T * B = -F`, and that any such `T` obeys the energy bounds. It does not assume symmetry. The hypotheses `sA` and `sB` enter in the variational theorems `hylleraas_eq`, `energy_le_hylleraas`, `energy_le_of_subspace` and `energy_upper`.

Several conventions matter when comparing with a program:

- Orbitals are real and orthonormal; there is no overlap matrix in the equations.
- The energy carries no spin factor. A closed-shell code working with spatial orbitals multiplies it, and both bounds, by two.
- The gap is a hypothesis about the matrices supplied. It is not derived from a Hartree–Fock calculation.
- The energy is that of the linear singles equations, not of a fully relaxed Hartree–Fock calculation in the larger basis. The bounds do not measure the remaining basis-set error.
- Arithmetic is exact, so solver tolerances must be handled separately.

## How the proof follows the algebra

`form_le_frob` sums the form bound over columns. `gap_lower` applies it to `A` and `T`, then to `-B` and the transpose of `T`, which turns the row sum into a column sum; `linarith` combines the two. In `cabs_singles`, `frob_self` supplies positive definiteness, `he` expands the square of \(F+\delta T\), and `nlinarith` closes the lower bound.

`hylleraas_eq` proves the self-adjointness of \(L\) as `adj` and then expands the functional. `energy_le_hylleraas` adds the gap bound for \(S-T\). The subspace theorem inserts `P * S` as a trial function, and `energy_upper` inserts the scaled \(-F\), after applying `gap_lower` to `-A` and `-B` to bound \(\langle F,L(F)\rangle\) from above. `uniform_levels` checks the explicit solution entry by entry.

## Existence from injectivity

Solvability turns on Mathlib's `LinearMap.injective_iff_surjective`, which states that a linear map from a finite-dimensional space to itself is injective exactly when it is surjective. To use it, the proof packages \(T\mapsto AT-TB\) as a linear map `L`, with proofs of additivity and homogeneity in `map_add'` and `map_smul'`. The gap estimate gives `hinj`, the injectivity of `L`. Surjectivity at `-F` then provides a solution, and `hinj` itself shows that any other solution equals it.

No diagonalisation or explicit inverse is needed. The gap estimate uses only the two quadratic-form bounds, so the theorem also covers nonsymmetric blocks. In return, the argument supplies no algorithm: it establishes that the linear system has a solution, and leaves the choice of solver and its convergence to the code.
